# A flat interface between vacuum and a lossless non-magnetic medium carries a surface plasmon exactly when the relative permittivity is below −1

At fixed frequency, the p-polarised reflection coefficient of a flat interface between vacuum and a non-magnetic medium with a local response and real relative permittivity $e$ has a pole beyond the light line if and only if $e<-1$. The pole is then unique and simple. It lies at $s^2=e/(e+1)$, where $s$ is the wavenumber along the surface in units of the free-space wavenumber $\omega/c_0$, with $\omega$ the frequency and $c_0$ the speed of light.

The letter $e$ stands for what textbooks call $\varepsilon$; it is neither a charge nor the base of the logarithms. In macroscopic QED this coefficient enters the scattered field that shifts and broadens the levels of an atom near a surface, and for a lossless, local, planar medium the pole is the surface-plasmon contribution.

## Locating the zero and computing the residue

Beyond the light line, $s>1$, the field in vacuum decays away from the surface at the rate $a=\sqrt{s^2-1}$. In the medium it decays at the rate $b=\sqrt{s^2-e}$, which is real for $s^2\ge e$. Both rates are in units of $\omega/c_0$. The reflection coefficient is

$$r(s)=\frac{e\,a-b}{D(s)},\qquad D(s)=e\,a+b .$$

A zero of $D$ is a field bound to the surface with no incident wave.

**Necessity.** Let $D(s)=0$ with $s>1$. If $s^2<e$, then $b$ would be imaginary and $D$ would have the real part $e\,a>0$, so $s^2\ge e$. Since $a>0$ and $b\ge0$, a positive $e$ would give $D>0$, so $e\le0$. Squaring $b=-e\,a$ gives $s^2-e=e^2(s^2-1)$, and subtracting $s^2-1$ from both sides gives

$$(e^2-1)(s^2-1)=1-e .$$

The right side is positive, and so is $s^2-1$. Hence $e^2>1$, which with $e\le0$ means $e<-1$. Dividing by $1-e$ leaves $-(e+1)(s^2-1)=1$, so

$$s^2=1-\frac1{e+1}=\frac{e}{e+1}.$$

As $s$ is positive, there is only one such zero.

**Sufficiency.** Let $e<-1$ and let $s_0=\sqrt{e/(e+1)}$. Then

$$s_0^2-1=\frac{-1}{e+1}>0,\qquad s_0^2-e=\frac{-e^2}{e+1}=e^2(s_0^2-1).$$

So $s_0>1$, and at $s_0$ we have $b=-e\,a$ and therefore $D(s_0)=0$. Also $s_0^2=-e\,(s_0^2-1)$, that is, $s_0=\sqrt{-e}\,a$.

**Slope.** Differentiating the two roots and inserting these relations gives

$$D'(s_0)=\frac{e\,s_0}{a}+\frac{s_0}{b}=e\sqrt{-e}+\frac{\sqrt{-e}}{-e}=\frac{1-e^2}{\sqrt{-e}}<0 .$$

**Residue.** At $s_0$ the numerator of $r$ is $e\,a-b=2e\,a=2e\,s_0/\sqrt{-e}$. Because $D(s_0)=0$,

$$(s-s_0)\,r(s)=\frac{e\,a-b}{\bigl(D(s)-D(s_0)\bigr)/(s-s_0)}\;\longrightarrow\;\frac{2e\,s_0}{1-e^2}>0 .$$

**Drude metal.** For $e=1-\omega_p^2/\omega^2$, with $\omega_p$ the plasma frequency, the condition $e<-1$ reads $2\omega^2<\omega_p^2$.

## The reflection coefficient and the surface mode in Lean

```lean
import Mathlib

open Filter Topology

namespace SurfacePlasmonPole

noncomputable section
```

One function gives the decay rate in either half-space. Its argument `c` is a permittivity, not the speed of light: `decay 1 s` is $a$ and `decay e s` is $b$.

```lean
/-- Decay constant normal to the surface, in units of the free-space wavenumber, of a wave with
in-plane wavenumber `s` in a medium of permittivity `c`; the domain is `c ≤ s ^ 2`. -/
def decay (c s : ℝ) : ℝ := √(s ^ 2 - c)
```

The denominator $D$ and the coefficient $r$ follow.

```lean
/-- Denominator of the p-polarised reflection coefficient between vacuum and a medium of
permittivity `e`, for `1 ≤ s ^ 2` and `e ≤ s ^ 2`. -/
def pDenominator (e s : ℝ) : ℝ := e * decay 1 s + decay e s

/-- The p-polarised reflection coefficient for evanescent waves, for `1 ≤ s ^ 2` and `e ≤ s ^ 2`,
away from the zeros of the denominator. -/
def pReflection (e s : ℝ) : ℝ := (e * decay 1 s - decay e s) / pDenominator e s
```

The Fresnel form of $r$ is taken as a definition; its derivation from Maxwell's equations and the matching of fields at the surface is the step that links these theorems to an actual interface. The formula presumes a sharp plane, a non-magnetic medium and a local response. Its overall sign follows the magnetic-field convention, and the opposite convention would reverse the sign of the residue. Real $e$ means no absorption, whereas a real metal has a complex permittivity.

```lean
/-- A surface mode: an in-plane wavenumber beyond the light line, evanescent in the medium too,
at which the p-polarised denominator vanishes. -/
def IsSurfaceMode (e s : ℝ) : Prop := 1 < s ∧ e ≤ s ^ 2 ∧ pDenominator e s = 0
```

A surface mode consists of three conditions: the wavenumber lies beyond the light line, the root in the medium is real, and $D$ vanishes. An existence statement about `IsSurfaceMode` thus includes the domain conditions.

```lean
/-- The surface-plasmon wavenumber in units of the free-space wavenumber, for `e < -1`. -/
def plasmonIndex (e : ℝ) : ℝ := √(e / (e + 1))
```

This is $s_0$, the value that the proofs show to be the mode's wavenumber when $e<-1$.

## Decay rates at the plasmon wavenumber

```lean
/-- For `e < -1` the plasmon wavenumber lies beyond the light line, and its square is
`e / (e + 1)`. -/
theorem plasmonIndex_spec {e : ℝ} (he : e < -1) :
    1 < plasmonIndex e ∧ plasmonIndex e ^ 2 = e / (e + 1) := by
  have h : 1 < e / (e + 1) := by
    rw [lt_div_iff_of_neg (by linarith)]
    linarith
  exact ⟨Real.lt_sqrt_of_sq_lt (by rw [one_pow]; exact h), Real.sq_sqrt (by linarith)⟩
```

The bound $1<e/(e+1)$ comes from multiplying by the negative number $e+1$, which reverses the inequality. Taking the square root then gives both parts.

```lean
/-- For `e < -1`, at the plasmon wavenumber the decay constant in the medium is `-e` times that
in vacuum, and the wavenumber itself is `√(-e)` times that in vacuum. -/
theorem decay_at_plasmon {e : ℝ} (he : e < -1) :
    decay e (plasmonIndex e) = -e * decay 1 (plasmonIndex e) ∧
      plasmonIndex e = √(-e) * decay 1 (plasmonIndex e) := by
  obtain ⟨h1, h2⟩ := plasmonIndex_spec he
  have hne : e + 1 ≠ 0 := by linarith
  rw [eq_div_iff hne] at h2
  constructor
  · have h : plasmonIndex e ^ 2 - e = (-e) ^ 2 * (plasmonIndex e ^ 2 - 1) := by
      linear_combination (-(e - 1)) * h2
    unfold decay
    rw [h, Real.sqrt_mul (sq_nonneg _), Real.sqrt_sq (by linarith)]
  · have h : -e * (plasmonIndex e ^ 2 - 1) = plasmonIndex e ^ 2 := by
      linear_combination -h2
    unfold decay
    rw [← Real.sqrt_mul (by linarith), h, Real.sqrt_sq (by linarith)]
```

These are the relations $b=-e\,a$ and $s_0=\sqrt{-e}\,a$. The proof first clears the denominator in $s_0^2=e/(e+1)$. Each `linear_combination` then verifies a relation between squares, and the square root is taken using $-e>0$.

## Existence and uniqueness

```lean
/-- A wavenumber is that of a surface mode exactly when `e < -1` and it equals the plasmon
wavenumber. -/
theorem isSurfaceMode_iff (e s : ℝ) :
    IsSurfaceMode e s ↔ e < -1 ∧ s = plasmonIndex e := by
  constructor
  · rintro ⟨hs, hes, hD⟩
    have hs1 : 0 < s ^ 2 - 1 := by nlinarith
    have ha : 0 < decay 1 s := Real.sqrt_pos.mpr hs1
    have hb : 0 ≤ decay e s := Real.sqrt_nonneg _
    have ha2 : decay 1 s ^ 2 = s ^ 2 - 1 := Real.sq_sqrt hs1.le
    have hb2 : decay e s ^ 2 = s ^ 2 - e := Real.sq_sqrt (by linarith)
    unfold pDenominator at hD
    -- two positive terms cannot cancel
    have he0 : e ≤ 0 := by
      by_contra h
      have := mul_pos (not_le.mp h) ha
      linarith
    -- squaring the balance of the two terms
    have key : e ^ 2 * (s ^ 2 - 1) = s ^ 2 - e := by
      have hb' : decay e s = -e * decay 1 s := by linarith
      rw [← ha2, ← hb2, hb']
      ring
    have he : e < -1 := by
      by_contra h
      have h1 : 0 ≤ 1 - e ^ 2 := by nlinarith [not_lt.mp h]
      nlinarith [mul_nonneg h1 hs1.le]
    have hsq : s ^ 2 = e / (e + 1) := by
      have hne : e + 1 ≠ 0 := by linarith
      have hne' : e - 1 ≠ 0 := by linarith
      rw [eq_div_iff hne]
      apply mul_left_cancel₀ hne'
      linear_combination key
    refine ⟨he, ?_⟩
    rw [plasmonIndex, ← hsq, Real.sqrt_sq (by linarith)]
  · rintro ⟨he, rfl⟩
    refine ⟨(plasmonIndex_spec he).1, by nlinarith [sq_nonneg (plasmonIndex e)], ?_⟩
    rw [pDenominator, (decay_at_plasmon he).1]
    ring
```

The forward direction follows the necessity argument, with $s^2\ge e$ supplied by the definition of a surface mode. The step `he0` excludes positive $e$, and `key` is the squared balance $e^2(s^2-1)=s^2-e$. For `he`, suppose $e\ge-1$. Together with $e\le0$ this makes $(1-e^2)(s^2-1)$ non-negative, whereas `key` makes it equal to $e-1<0$. The step `hsq` cancels the factor $e-1$ to obtain $s^2=e/(e+1)$. The reverse direction substitutes the first relation of `decay_at_plasmon` into $D$.

## The slope at the zero

```lean
/-- Where the wave is strictly evanescent, `c < s ^ 2`, the decay constant changes with the
in-plane wavenumber at the rate `s / decay c s`. -/
theorem hasDerivAt_decay {c s : ℝ} (h : c < s ^ 2) :
    HasDerivAt (decay c) (s / decay c s) s := by
  have h1 : HasDerivAt (fun t : ℝ => t ^ 2 - c) (2 * s) s := by
    simpa using (hasDerivAt_pow 2 s).sub_const c
  have hne : s ^ 2 - c ≠ 0 := by linarith
  exact (h1.sqrt hne).congr_deriv (mul_div_mul_left _ _ two_ne_zero)
```

`HasDerivAt f m x` says that `f` is differentiable at `x` with derivative `m`. The chain rule gives $2s/(2\sqrt{s^2-c})$, and the factor 2 cancels. The strict inequality keeps the point away from the branch point of the root.

```lean
/-- For `e < -1` the slope of the denominator at the plasmon wavenumber is
`(1 - e ^ 2) / √(-e)`. -/
theorem hasDerivAt_pDenominator {e : ℝ} (he : e < -1) :
    HasDerivAt (pDenominator e) ((1 - e ^ 2) / √(-e)) (plasmonIndex e) := by
  obtain ⟨h1, -⟩ := plasmonIndex_spec he
  obtain ⟨hb, hs⟩ := decay_at_plasmon he
  have ha : 0 < decay 1 (plasmonIndex e) := Real.sqrt_pos.mpr (by nlinarith)
  have hr : 0 < √(-e) := Real.sqrt_pos.mpr (by linarith)
  have alg : ∀ r a : ℝ, 0 < r → 0 < a →
      -r ^ 2 * (r * a / a) + r * a / (r ^ 2 * a) = (1 - (-r ^ 2) ^ 2) / r := by
    intro r a hr ha
    field_simp
    ring
  have h := alg _ _ hr ha
  rw [Real.sq_sqrt (by linarith), neg_neg, ← hs, ← hb] at h
  have hd := ((hasDerivAt_decay (c := 1) (s := plasmonIndex e) (by nlinarith)).const_mul e).add
    (hasDerivAt_decay (c := e) (s := plasmonIndex e) (by nlinarith))
  exact hd.congr_deriv h
```

The derivative of $D$ is the sum of two such terms, the first multiplied by $e$. The auxiliary identity `alg` is the slope calculation written with $r=\sqrt{-e}$ (here a number, not the reflection coefficient) and $a$ as independent positive numbers. The relations between the decay rates then turn it into the required value.

```lean
/-- The p-polarised denominator has a zero beyond the light line exactly when `e < -1`. Any such
zero has `s ^ 2 = e / (e + 1)`, is the only one, and is crossed with strictly negative slope. -/
theorem surface_plasmon_zero (e : ℝ) :
    ((∃ s, IsSurfaceMode e s) ↔ e < -1) ∧
      ∀ s, IsSurfaceMode e s →
        s ^ 2 = e / (e + 1) ∧ (∀ t, IsSurfaceMode e t → t = s) ∧
          HasDerivAt (pDenominator e) ((1 - e ^ 2) / √(-e)) s ∧ (1 - e ^ 2) / √(-e) < 0 := by
  refine ⟨⟨fun ⟨s, hs⟩ => ((isSurfaceMode_iff e s).mp hs).1,
    fun he => ⟨_, (isSurfaceMode_iff e _).mpr ⟨he, rfl⟩⟩⟩, fun s hs => ?_⟩
  obtain ⟨he, rfl⟩ := (isSurfaceMode_iff e s).mp hs
  exact ⟨(plasmonIndex_spec he).2, fun t ht => ((isSurfaceMode_iff e t).mp ht).2,
    hasDerivAt_pDenominator he,
    div_neg_of_neg_of_pos (by nlinarith) (Real.sqrt_pos.mpr (by linarith))⟩
```

The first part is the criterion $e<-1$. The second says of any surface mode that its wavenumber has the stated square, that every other mode at the same $e$ coincides with it, and that $D$ has the stated negative slope there. The proof assembles them from `isSurfaceMode_iff`, `plasmonIndex_spec` and the slope lemma.

## The simple pole and the Drude condition

```lean
/-- At a surface mode the reflection coefficient has a simple pole: `(t - s) * pReflection e t`
tends to the strictly positive residue `2 * e * s / (1 - e ^ 2)` as `t` approaches `s`. -/
theorem surface_plasmon_residue {e s : ℝ} (hmode : IsSurfaceMode e s) :
    Tendsto (fun t => (t - s) * pReflection e t) (𝓝[≠] s) (𝓝 (2 * e * s / (1 - e ^ 2))) ∧
      0 < 2 * e * s / (1 - e ^ 2) := by
  have hD := hmode.2.2
  have hs1 := hmode.1
  obtain ⟨he, rfl⟩ := (isSurfaceMode_iff e s).mp hmode
  obtain ⟨hb, hs⟩ := decay_at_plasmon he
  have hneg : 1 - e ^ 2 < 0 := by nlinarith
  have hr : 0 < √(-e) := Real.sqrt_pos.mpr (by linarith)
  refine ⟨?_, div_pos_of_neg_of_neg (by nlinarith) hneg⟩
  have hN : Continuous (fun t => e * decay 1 t - decay e t) := by
    unfold decay
    fun_prop
  -- numerator over the difference quotient of the denominator
  have hlim := (hN.continuousAt.tendsto.mono_left nhdsWithin_le_nhds).div
    (hasDerivAt_iff_tendsto_slope.mp (hasDerivAt_pDenominator he))
    (div_neg_of_neg_of_pos hneg hr).ne
  have hval : (e * decay 1 (plasmonIndex e) - decay e (plasmonIndex e)) /
      ((1 - e ^ 2) / √(-e)) = 2 * e * plasmonIndex e / (1 - e ^ 2) := by
    rw [div_div_eq_mul_div, hb]
    congr 1
    linear_combination (-2 * e) * hs
  rw [hval] at hlim
  refine hlim.congr fun t => ?_
  simp only [Pi.div_apply, slope_def_field, hD, sub_zero, pReflection]
  rw [div_div_eq_mul_div]
  ring
```

The notation `𝓝[≠] s` means that $t$ approaches $s$ without reaching it, so the value of $r$ at the pole itself plays no role. The pole is expressed by a finite, non-zero limit of $(t-s)\,r(t)$ along the real axis; no complex wavenumbers appear.

The proof divides the continuous numerator by the difference quotient of $D$, called `slope` in Lean, whose limit is the non-zero derivative just found. The step `hval` evaluates the quotient of the limits, and the last lines use $D(s)=0$ to identify the expression with $(t-s)\,r(t)$.

```lean
/-- A lossless Drude metal with plasma frequency `ωp` carries a surface mode at frequency `ω > 0`
exactly when `2 * ω ^ 2 < ωp ^ 2`. -/
theorem drude_surface_mode_iff {ω : ℝ} (ωp : ℝ) (hω : 0 < ω) :
    (∃ s, IsSurfaceMode (1 - ωp ^ 2 / ω ^ 2) s) ↔ 2 * ω ^ 2 < ωp ^ 2 := by
  rw [(surface_plasmon_zero _).1, ← lt_div_iff₀ (pow_pos hω 2)]
  constructor <;> intro h <;> linarith

end

end SurfacePlasmonPole
```

The frequency is positive and fixed, and the lossless Drude permittivity is inserted into the criterion. What remains is to multiply by $\omega^2$ and rearrange. For $\omega_p>0$ the condition is $\omega<\omega_p/\sqrt2$.

```lean
#print axioms SurfacePlasmonPole.surface_plasmon_residue
#print axioms SurfacePlasmonPole.drude_surface_mode_iff
```

```
'SurfacePlasmonPole.surface_plasmon_residue' depends on axioms: [propext, Classical.choice, Quot.sound]
'SurfacePlasmonPole.drude_surface_mode_iff' depends on axioms: [propext, Classical.choice, Quot.sound]
```
